# Gauge transformation of the Berry connection: ⟨v, ∂ₐv⟩ = i(∂ₐθ − A(a)) for v = exp(iθ)u with u of unit norm

The theorem `overlap_gauge` concerns a differentiable family of states `u : E → H`, parametrised by a real normed space `E` and valued in a complex inner product space `H`, with ‖u(k)‖ = 1 at every point `k`, together with a differentiable real phase `θ`. The Berry connection is defined as A(a) = −Im ⟨u, ∂ₐu⟩, with ∂ₐ the Fréchet derivative applied to the direction `a`, and the gauge-transformed state is v(k) = exp(iθ(k)) u(k). The statement is that ⟨v, ∂ₐv⟩ = i(∂ₐθ − A(a)) at every `k` and for every `a`. The attempt differentiates the normalisation to show that ⟨u, ∂ₐu⟩ has zero real part and so equals −iA(a), then computes ∂ₐv = exp(iθ)(∂ₐu + i ∂ₐθ u) by the product rule in the step `hv`. It concludes by cancelling the phase against its conjugate with `linear_combination`.

The failing Lean file:

```lean
import Mathlib

open Complex
open scoped InnerProductSpace

namespace FlatBerryConnection

noncomputable section

variable {E H : Type*} [NormedAddCommGroup E] [NormedSpace ℝ E]
  [NormedAddCommGroup H] [InnerProductSpace ℂ H]

/-- The Berry connection one-form at the point `k`: `A(a) = Re (i ⟨u, ∂ₐ u⟩) = -Im ⟨u, ∂ₐ u⟩`. -/
def connection (u : E → H) (k : E) : E →L[ℝ] ℝ :=
  -(imCLM.comp (((innerSL ℂ (u k)).restrictScalars ℝ).comp (fderiv ℝ u k)))

/-- The gauge-transformed state `exp (i θ(k)) u(k)`. -/
def gauge (θ : E → ℝ) (u : E → H) (k : E) : H :=
  exp (I * θ k) • u k

/-- The component of the connection along `a` is `-Im ⟨u, ∂ₐ u⟩`. -/
theorem connection_apply (u : E → H) (k a : E) :
    connection u k a = -(⟪u k, fderiv ℝ u k a⟫_ℂ).im := by
  rfl

/-- For a unit-norm state `u` and `v = exp (i θ) u`, one has `⟨v, ∂ₐ v⟩ = i (∂ₐ θ - A(a))`. -/
theorem overlap_gauge {u : E → H} {θ : E → ℝ} (hu : Differentiable ℝ u) (hn : ∀ k, ‖u k‖ = 1)
    (hθ : Differentiable ℝ θ) (k a : E) :
    ⟪gauge θ u k, fderiv ℝ (gauge θ u) k a⟫_ℂ =
      I * ((fderiv ℝ θ k a : ℂ) - (connection u k a : ℂ)) := by
  have h1 : ∀ p, ⟪u p, u p⟫_ℂ = 1 := fun p => by
    rw [inner_self_eq_norm_sq_to_K, hn]
    simp
  -- differentiating the normalisation makes `⟨u, ∂ₐ u⟩` imaginary
  have hc : HasFDerivAt (fun t => ⟪u t, u t⟫_ℂ) (0 : E →L[ℝ] ℂ) k := by
    simp only [h1]
    exact hasFDerivAt_const _ _
  have h2 : ⟪u k, fderiv ℝ u k a⟫_ℂ + ⟪fderiv ℝ u k a, u k⟫_ℂ = 0 := by
    simpa [fderivInnerCLM_apply] using
      DFunLike.congr_fun (((hu k).hasFDerivAt.inner ℂ (hu k).hasFDerivAt).unique hc) a
  have hre : (⟪u k, fderiv ℝ u k a⟫_ℂ).re = 0 := by
    have h3 := congrArg Complex.re h2
    rw [← inner_conj_symm (fderiv ℝ u k a) (u k), add_re, conj_re, zero_re] at h3
    linarith
  have hz : ⟪u k, fderiv ℝ u k a⟫_ℂ = -I * (connection u k a : ℂ) := by
    apply Complex.ext <;> simp [connection_apply, hre]
  -- product rule for `exp (i θ) u`
  have hE := ((ofRealCLM.hasFDerivAt.comp k (hθ k).hasFDerivAt).const_mul I).cexp
  have hv : fderiv ℝ (gauge θ u) k a =
      exp (I * θ k) • (fderiv ℝ u k a + (I * (fderiv ℝ θ k a : ℂ)) • u k) := by
    have h4 := DFunLike.congr_fun
      (HasFDerivAt.fderiv (f := gauge θ u) (hE.smul (hu k).hasFDerivAt)) a
    rw [h4]
    simp [smul_add, smul_smul]
  have hphase : (starRingEnd ℂ) (exp (I * θ k)) * exp (I * θ k) = 1 := by
    rw [← exp_conj, ← exp_add]
    simp
  rw [hv]
  simp only [gauge, inner_smul_left, inner_smul_right, inner_add_right, h1]
  linear_combination (⟪u k, fderiv ℝ u k a⟫_ℂ + I * (fderiv ℝ θ k a : ℂ)) * hphase + hz

end

end FlatBerryConnection
```

Messages:

```
Main.lean:50:77: error: unsolved goals
E : Type u_1
H : Type u_2
inst✝³ : NormedAddCommGroup E
inst✝² : NormedSpace ℝ E
inst✝¹ : NormedAddCommGroup H
inst✝ : InnerProductSpace ℂ H
u : E → H
θ : E → ℝ
hu : Differentiable ℝ u
hn : ∀ (k : E), ‖u k‖ = 1
hθ : Differentiable ℝ θ
k a : E
h1 : ∀ (p : E), ⟪u p, u p⟫_ℂ = 1
hc : HasFDerivAt (fun t => ⟪u t, u t⟫_ℂ) 0 k
h2 : ⟪u k, (fderiv ℝ u k) a⟫_ℂ + ⟪(fderiv ℝ u k) a, u k⟫_ℂ = 0
hre : (⟪u k, (fderiv ℝ u k) a⟫_ℂ).re = 0
hz : ⟪u k, (fderiv ℝ u k) a⟫_ℂ = -I * ↑((connection u k) a)
hE :
  HasFDerivAt (fun x => cexp (I * (⇑ofRealCLM ∘ θ) x)) (cexp (I * (⇑ofRealCLM ∘ θ) k) • I • ofRealCLM ∘SL fderiv ℝ θ k)
    k
h4 :
  (fderiv ℝ (gauge θ u) k) a =
    (cexp (I * (⇑ofRealCLM ∘ θ) k) • fderiv ℝ u k +
        (cexp (I * (⇑ofRealCLM ∘ θ) k) • I • ofRealCLM ∘SL fderiv ℝ θ k).smulRight (u k))
      a
⊢ (cexp (I * ↑(θ k)) * I * ↑((fderiv ℝ θ k) a)) • u k = (cexp (I * ↑(θ k)) * (I * ↑((fderiv ℝ θ k) a))) • u k
```

The mended proof, as a diff:

```diff
@@ -52,5 +52,5 @@
       (HasFDerivAt.fderiv (f := gauge θ u) (hE.smul (hu k).hasFDerivAt)) a
     rw [h4]
-    simp [smul_add, smul_smul]
+    simp [smul_add, smul_smul, mul_assoc]
   have hphase : (starRingEnd ℂ) (exp (I * θ k)) * exp (I * θ k) = 1 := by
     rw [← exp_conj, ← exp_add]
```

Diagnosis. The single message reports an unsolved goal in the proof of `hv`. After `rw [h4]`, the call `simp [smul_add, smul_smul]` evaluates the derivative from the product rule at `a`, distributes the phase over the sum and cancels the common term containing `fderiv ℝ u k a`. What remains is an equality of two scalar multiples of `u k` whose complex coefficients differ only in bracketing. On the left, which comes from the derivative in `hE`, the coefficient is `cexp (I * ↑(θ k)) * I * ↑((fderiv ℝ θ k) a)`, grouped to the left. On the right, `smul_smul` merged the outer phase with the inner scalar already written as a product, giving `cexp (I * ↑(θ k)) * (I * ↑((fderiv ℝ θ k) a))`. The two are equal by associativity of multiplication in `ℂ`, but no lemma in this simp call reassociates products, so the sides stay syntactically different. The diff adds `mul_assoc`, which rewrites `x * y * z` to `x * (y * z)`; the left coefficient takes the form of the right one, and `simp` closes the goal.
